# Fourth moment of a Hofstadter Bloch block at flux p/q in lowest terms, q ≥ 5

For an electron hopping between nearest neighbours on a square lattice, with magnetic flux p/q per plaquette in units of the flux quantum h/e, p coprime to q and q ≥ 5, the q × q Bloch Hamiltonian H satisfies

tr H⁴ = q (28 + 8 cos(2πp/q)),

whatever the Bloch phases a and b. Here

H = e^{ia} U + e^{ib} V + adjoints,

where U is the clock matrix, V is the shift matrix, and energies are in units of the hopping amplitude. Since H is Hermitian, the fourth powers of the numerically computed eigenvalues of one such non-interacting block should add up to this value.

The reduction of the infinite lattice in a magnetic field to these blocks is taken as given. "Moment" means the trace; the average over the q levels is tr H⁴/q.

```lean
import Mathlib

open scoped Real

namespace HofstadterMoments

noncomputable section
```

The flux enters through ω = exp(2πip/q).

```lean
/-- The flux phase `exp(2 π i p / q)`, for `q ≠ 0`. -/
def omega (p q : ℕ) : ℂ := Complex.exp (((2 * π * p / q : ℝ) : ℂ) * Complex.I)
```

Sites x form a ring, `ZMod q`, so x + 1 wraps round. The clock is diagonal with entries ω^x, where `x.val` is the representative of x between 0 and q − 1.

```lean
/-- The clock matrix: site `x` of a ring of `q` sites carries the phase `omega ^ x`. -/
def clock (p q : ℕ) : Matrix (ZMod q) (ZMod q) ℂ :=
  Matrix.diagonal fun x => omega p q ^ x.val
```

The shift acts by (Vf)(x) = f(x + 1).

```lean
/-- The shift matrix, `(V f)(x) = f(x + 1)` on the ring. -/
def shift (q : ℕ) : Matrix (ZMod q) (ZMod q) ℂ :=
  Matrix.of fun x y => if y = x + 1 then 1 else 0
```

`hofstadter` adds the two phased matrices and their conjugate transposes.

```lean
/-- The Hofstadter Hamiltonian `exp(ia) U + exp(ib) V` plus adjoints, with `U` the clock
and `V` the shift. -/
def hofstadter (p q : ℕ) (a b : ℝ) : Matrix (ZMod q) (ZMod q) ℂ :=
  Complex.exp (a * Complex.I) • clock p q + Complex.exp (b * Complex.I) • shift q
    + (Complex.exp (a * Complex.I) • clock p q).conjTranspose
    + (Complex.exp (b * Complex.I) • shift q).conjTranspose
```

Write T(k, f) for `hop k f`, the matrix with entry f(x) at (x, x + k) and zeros elsewhere.

```lean
/-- A hop by `k` sites whose amplitude `f x` depends on the site. -/
def hop {q : ℕ} (k : ZMod q) (f : ZMod q → ℂ) : Matrix (ZMod q) (ZMod q) ℂ :=
  Matrix.of fun x y => if y = x + k then f x else 0
```

Let P(x) = e^{ia} ω^x. Lean calls it `wave`, but it is a phase in the potential and not a wavefunction.

```lean
/-- The on-site wave `exp(ia) omega ^ x`. -/
def wave (p q : ℕ) (a : ℝ) (x : ZMod q) : ℂ :=
  Complex.exp (a * Complex.I) * omega p q ^ x.val
```

## (a) Composing two hops

Show that, for q ≥ 1,

T(k, f) T(l, g) = T(k + l, h), with h(x) = f(x) g(x + k).

**Solution.** In the sum over intermediate sites z, the first factor vanishes unless z = x + k. The second then requires y = x + k + l and contributes g(x + k). `Finset.sum_eq_single` selects that z.

```lean
variable {p q : ℕ} [NeZero q]

/-- Two successive hops add their displacements and multiply their amplitudes. -/
theorem hop_mul (k l : ZMod q) (f g : ZMod q → ℂ) :
    hop k f * hop l g = hop (k + l) fun x => f x * g (x + k) := by
  ext x y
  simp only [hop, Matrix.mul_apply, Matrix.of_apply]
  rw [Finset.sum_eq_single (x + k)]
  · simp [add_assoc]
  · intro z _ hz
    simp [hz]
  · simp
```

## (b) The trace of a hop

Show that tr T(k, f) is Σₓ f(x) if k = 0, and 0 otherwise.

**Solution.** A diagonal entry is nonzero only if x = x + k, that is, k = 0.

```lean
/-- Only a hop that returns to its starting site has a trace. -/
theorem hop_trace (k : ZMod q) (f : ZMod q → ℂ) :
    (hop k f).trace = if k = 0 then ∑ x, f x else 0 := by
  by_cases hk : k = 0 <;> simp [hop, Matrix.trace, hk]
```

## (c) Phases and cosines

For real t and natural k, show that

(e^{it})^k + (e^{it})^{−k} = 2 cos(kt).

**Solution.** The left side is e^{ikt} + e^{−ikt}; apply Euler's formula.

```lean
/-- A phase factor to the power `k` plus its inverse is twice the cosine of `k` times
the angle. -/
theorem exp_pow_add_inv (t : ℝ) (k : ℕ) :
    Complex.exp (t * Complex.I) ^ k + (Complex.exp (t * Complex.I) ^ k)⁻¹
      = 2 * ((Real.cos (k * t) : ℝ) : ℂ) := by
  have e : (k : ℂ) * (t * Complex.I) = ((k * t : ℝ) : ℂ) * Complex.I := by
    push_cast
    ring
  rw [← Complex.exp_nat_mul, ← Complex.exp_neg, e, ← neg_mul, Complex.ofReal_cos, Complex.cos]
  ring
```

## (d) Harper form

Show that

H = T(0, P + 1/P) + T(1, e^{ib}) + T(−1, e^{−ib}).

**Solution.** The conjugate of a unit-modulus number is its inverse, so the clock and its adjoint give P + 1/P on the diagonal. V has its entries at y = x + 1. Its adjoint has them at x = y + 1, that is, y = x − 1. Lean compares diagonal and off-diagonal entries separately.

```lean
omit [NeZero q] in
/-- Harper form: the Hamiltonian is an on-site term plus hops to the two neighbours. -/
theorem hofstadter_eq_harper (a b : ℝ) :
    hofstadter p q a b = hop 0 (fun x => wave p q a x + (wave p q a x)⁻¹)
      + hop 1 (fun _ => Complex.exp (b * Complex.I))
      + hop (-1) (fun _ => (Complex.exp (b * Complex.I))⁻¹) := by
  -- the conjugate of a phase is its inverse
  have hstar : ∀ z : ℂ, ‖z‖ = 1 → star z = z⁻¹ := fun z hz =>
    eq_inv_of_mul_eq_one_left (by
      rw [mul_comm, Complex.star_def, Complex.mul_conj, Complex.normSq_eq_norm_sq, hz]
      norm_num)
  ext x y
  have hs : x = y + 1 ↔ y = x + -1 :=
    ⟨fun h => by rw [h]; ring, fun h => by rw [h]; ring⟩
  have hA := hstar (wave p q a x) (by
    simp only [wave, omega, norm_mul, norm_pow, Complex.norm_exp_ofReal_mul_I, one_pow, mul_one])
  have hB := hstar _ (Complex.norm_exp_ofReal_mul_I b)
  rcases eq_or_ne y x with rfl | hxy
  · simp only [hofstadter, clock, shift, hop, Matrix.add_apply, Matrix.conjTranspose_apply,
      Matrix.smul_apply, smul_eq_mul, Matrix.of_apply, Matrix.diagonal_apply, hs, add_zero,
      ← hA, ← hB, ↓reduceIte]
    split_ifs <;> simp only [wave, star_mul', star_zero, mul_zero, mul_one, add_zero]
    ring
  · simp only [hofstadter, clock, shift, hop, Matrix.add_apply, Matrix.conjTranspose_apply,
      Matrix.smul_apply, smul_eq_mul, Matrix.of_apply, Matrix.diagonal_apply, hs, add_zero,
      ← hB, hxy, hxy.symm, ↓reduceIte]
    split_ifs <;> simp only [star_zero, mul_zero, mul_one, add_zero, zero_add]
```

## (e) Squaring the chain

For M = T(0, d) + T(1, u) + T(−1, w) with constants u and w, show that

M² = T(0, d² + 2uw) + T(1, u[d(x) + d(x+1)]) + T(−1, w[d(x) + d(x−1)]) + T(2, u²) + T(−2, w²).

**Solution.** Apply (a) to the nine products. Displacement 0 collects d², uw and wu. Displacement 1 collects d(x)u and u d(x+1), and −1 is similar. Repeated hops give u² and w².

```lean
/-- The square of a nearest-neighbour chain with on-site term `d` and hopping amplitudes
`u`, `w`, sorted by displacement. -/
theorem harper_sq (d : ZMod q → ℂ) (u w : ℂ) :
    (hop 0 d + hop 1 (fun _ => u) + hop (-1) (fun _ => w))
      * (hop 0 d + hop 1 (fun _ => u) + hop (-1) (fun _ => w))
    = hop 0 (fun x => d x ^ 2 + 2 * (u * w)) + hop 1 (fun x => u * (d x + d (x + 1)))
      + hop (-1) (fun x => w * (d x + d (x + -1)))
      + hop 2 (fun _ => u ^ 2) + hop (-2) (fun _ => w ^ 2) := by
  have e1 : (1 : ZMod q) + 1 = 2 := by ring
  have e2 : (-1 : ZMod q) + -1 = -2 := by ring
  simp only [add_mul, mul_add, hop_mul, add_zero, zero_add, e1, e2, add_neg_cancel,
    neg_add_cancel]
  ext i j
  simp only [Matrix.add_apply, hop, Matrix.of_apply]
  split_ifs <;> ring
```

## (f) One step along the ring

Show that P(x + 1) = ω P(x), including across the seam.

**Solution.** Away from the seam the exponent rises by one. From q − 1 to 0 the rule needs ω^q = 1, which holds because ω^q = e^{2πip}.

```lean
/-- Moving by one site multiplies the on-site wave by the flux phase. -/
theorem wave_succ (a : ℝ) (x : ZMod q) :
    wave p q a (x + 1) = omega p q * wave p q a x := by
  have hq : (q : ℂ) ≠ 0 := Nat.cast_ne_zero.2 (NeZero.ne q)
  have h : omega p q ^ q = 1 := by
    rw [omega, ← Complex.exp_nat_mul, Complex.exp_eq_one_iff]
    refine ⟨p, ?_⟩
    push_cast
    field_simp
  rw [wave, wave, ZMod.val_add, ← pow_eq_pow_mod _ h, pow_add, ZMod.val_one_eq_one_mod,
    ← pow_eq_pow_mod _ h, pow_one]
  ring
```

## (g) Harmonics summed over the ring

For p coprime to q, show that

Σₓ (P(x)^k + P(x)^{−k}) = 2q cos(ka) if q divides k, and 0 otherwise.

**Solution.** If q divides k, then ω^k = 1 and P(x)^k = e^{ika} at every site; use (c). Otherwise coprimality gives ω^k ≠ 1. Put S = Σₓ P(x)^k. Relabelling x as x + 1 gives S = ω^k S, so S = 0. The inverse powers vanish likewise, with factor ω^{−k}.

```lean
/-- For `p` coprime to `q`, the `k`-th harmonic of the on-site wave sums to zero over the ring
unless `q` divides `k`, when every site contributes `2 cos(k a)`. -/
theorem wave_sum (hp : p.Coprime q) (a : ℝ) (k : ℕ) :
    ∑ x : ZMod q, (wave p q a x ^ k + (wave p q a x ^ k)⁻¹)
      = if q ∣ k then 2 * (q : ℂ) * ((Real.cos (k * a) : ℝ) : ℂ) else 0 := by
  have hprim : IsPrimitiveRoot (omega p q) q := by
    have h := Complex.isPrimitiveRoot_exp_of_coprime p q (NeZero.ne q) hp
    have e : omega p q = Complex.exp (2 * π * Complex.I * (p / q)) := by
      rw [omega]
      congr 1
      push_cast
      ring
    rwa [e]
  by_cases hk : q ∣ k
  · have h : ∀ x : ZMod q, wave p q a x ^ k = Complex.exp (a * Complex.I) ^ k := fun x => by
      rw [wave, mul_pow, ← pow_mul, mul_comm x.val, pow_mul,
        (hprim.pow_eq_one_iff_dvd k).2 hk, one_pow, mul_one]
    simp only [h]
    rw [exp_pow_add_inv, if_pos hk, Finset.sum_const, Finset.card_univ, ZMod.card,
      nsmul_eq_mul]
    ring
  · -- a sum that picks up a factor `c ≠ 1` under translation vanishes
    have tw : ∀ (f : ZMod q → ℂ) (c : ℂ), c ≠ 1 → (∀ x, f (x + 1) = c * f x) →
        ∑ x, f x = 0 := by
      intro f c hc hf
      have h : ∑ x, f (x + 1) = ∑ x, f x := Equiv.sum_comp (Equiv.addRight (1 : ZMod q)) f
      simp only [hf, ← Finset.mul_sum] at h
      have h' : (c - 1) * ∑ x, f x = 0 := by linear_combination h
      exact (mul_eq_zero.1 h').resolve_left (sub_ne_zero.2 hc)
    have hw : omega p q ^ k ≠ 1 := fun h => hk ((hprim.pow_eq_one_iff_dvd k).1 h)
    rw [if_neg hk, Finset.sum_add_distrib,
      tw (fun x => wave p q a x ^ k) _ hw (fun x => by simp only [wave_succ, mul_pow]),
      tw (fun x => (wave p q a x ^ k)⁻¹) (omega p q ^ k)⁻¹ (fun h => hw (inv_eq_one.1 h))
        (fun x => by simp only [wave_succ, mul_pow, mul_inv]), add_zero]
```

## (h) The first two moments

For q ≥ 3 and p coprime to q, show that

tr H = 0 and tr H² = 4q.

**Solution.** Displacements ±1 and ±2 are nonzero on the ring, so only on-site terms have a trace. For H this is Σₓ (P + 1/P) = 0. For H², by (e), it is the sum of

(P + 1/P)² + 2 = 4 + P² + P⁻².

The second harmonic sums to zero by (g), leaving 4q.

```lean
/-- For `q ≥ 3` and `p` coprime to `q`, `tr H = 0` and `tr H² = 4 q`. -/
theorem first_second_moment (hq : 3 ≤ q) (hp : p.Coprime q) (a b : ℝ) :
    (hofstadter p q a b).trace = 0 ∧ (hofstadter p q a b ^ 2).trace = 4 * (q : ℂ) := by
  have hd : ∀ k : ℕ, 0 < k → k < q → ¬ q ∣ k := fun k h0 hk h =>
    absurd (Nat.le_of_dvd h0 h) (by omega)
  have hn : ∀ k : ℕ, 0 < k → k < q → (k : ZMod q) ≠ 0 := fun k h0 hk h =>
    hd k h0 hk ((CharP.cast_eq_zero_iff (ZMod q) q k).1 h)
  have h1 : (1 : ZMod q) ≠ 0 := by exact_mod_cast hn 1 (by omega) (by omega)
  have h2 : (2 : ZMod q) ≠ 0 := by exact_mod_cast hn 2 (by omega) (by omega)
  have s1 := wave_sum hp a 1
  have s2 := wave_sum hp a 2
  rw [if_neg (hd 1 (by omega) (by omega))] at s1
  rw [if_neg (hd 2 (by omega) (by omega))] at s2
  constructor
  · simp only [pow_one] at s1
    rw [hofstadter_eq_harper]
    simp only [Matrix.trace_add, hop_trace, neg_eq_zero, h1, ↓reduceIte, add_zero]
    exact s1
  · rw [pow_two, hofstadter_eq_harper, harper_sq]
    simp only [Matrix.trace_add, hop_trace, neg_eq_zero, h1, h2, ↓reduceIte, add_zero]
    have hu := mul_inv_cancel₀ (Complex.exp_ne_zero (b * Complex.I))
    have pt : ∀ x : ZMod q, (wave p q a x + (wave p q a x)⁻¹) ^ 2
        + 2 * (Complex.exp (b * Complex.I) * (Complex.exp (b * Complex.I))⁻¹)
        = 4 + (wave p q a x ^ 2 + (wave p q a x ^ 2)⁻¹) := fun x => by
      have hP : wave p q a x * (wave p q a x)⁻¹ = 1 := mul_inv_cancel₀
        (mul_ne_zero (Complex.exp_ne_zero _) (pow_ne_zero _ (Complex.exp_ne_zero _)))
      rw [hu, ← inv_pow]
      linear_combination 2 * hP
    rw [Finset.sum_congr rfl fun x _ => pt x, Finset.sum_add_distrib, s2, Finset.sum_const,
      Finset.card_univ, ZMod.card, nsmul_eq_mul]
    ring
```

## (i) Closed paths, including the four-site ring

For q ≥ 4 and p coprime to q, show that

tr H⁴ = q (28 + 8 cos(2πp/q)) + δ,

where δ = 8(cos 4a + cos 4b) if q = 4, and δ = 0 otherwise.

**Solution.** Put d = P + 1/P, u = e^{ib}, w = 1/u, and multiply H² by itself. Opposite displacements contribute, at each site,

(d² + 2)² + [d(x) + d(x+1)]² + [d(x) + d(x−1)]² + 2.

With Cₖ = P^k + P^{−k}, the first term is

(4 + C₂)² = 18 + 8C₂ + C₄.

By (f), d(x) + d(x±1) = (1 + ω^{±1})P + (1 + ω^{∓1})P⁻¹, so the two brackets squared add to

8 + 4(ω + ω⁻¹) + [(1 + ω)² + (1 + ω⁻¹)²] C₂.

The constant is therefore 28 + 4(ω + ω⁻¹) = 28 + 8 cos(2πp/q). C₂ sums to zero, and C₄ sums to 8 cos 4a if q = 4 and to zero if q > 4. Displacements ±4 also close when q = 4, adding 4(u⁴ + w⁴) = 8 cos 4b.

The device that organises the Lean proof is `hop`, whose displacement lives in `ZMod q`. In `key`, `simp` uses `hop_mul` to add displacements and `hop_trace` to turn each trace into a question of whether a displacement is zero. The facts `h1`, `h2` and `h3` settle all of these except 4 = 0, which `split_ifs` treats as two cases. `hA` is the harmonic expansion above. The tactic `omega`, which does integer arithmetic, is unrelated to the phase `omega p q`.

```lean
/-- The fourth moment for `q ≥ 4` and `p` coprime to `q`: it depends on the phases `a`, `b`
only for `q = 4`, through the term `8 (cos 4a + cos 4b)`. -/
theorem fourth_moment_of_four_le (hq : 4 ≤ q) (hp : p.Coprime q) (a b : ℝ) :
    (hofstadter p q a b ^ 4).trace
      = (q : ℂ) * (28 + 8 * ((Real.cos (2 * π * p / q) : ℝ) : ℂ))
        + if q = 4 then 8 * (((Real.cos (4 * a) : ℝ) : ℂ) + ((Real.cos (4 * b) : ℝ) : ℂ))
          else 0 := by
  have hn : ∀ k : ℕ, 0 < k → k < q → (k : ZMod q) ≠ 0 := fun k h0 hk h =>
    absurd (Nat.le_of_dvd h0 ((CharP.cast_eq_zero_iff (ZMod q) q k).1 h)) (by omega)
  have h1 : (1 : ZMod q) ≠ 0 := by exact_mod_cast hn 1 (by omega) (by omega)
  have h2 : (2 : ZMod q) ≠ 0 := by exact_mod_cast hn 2 (by omega) (by omega)
  have h3 : (3 : ZMod q) ≠ 0 := by exact_mod_cast hn 3 (by omega) (by omega)
  have hdv : q ∣ 4 ↔ q = 4 :=
    ⟨fun h => le_antisymm (Nat.le_of_dvd (by norm_num) h) hq, fun h => Dvd.intro 1 (by omega)⟩
  have h4 : (4 : ZMod q) = 0 ↔ q = 4 := by
    rw [← hdv, ← CharP.cast_eq_zero_iff (ZMod q) q 4]
    norm_num
  -- closed paths of four steps, as pairs of two-step paths
  have key : ∀ (d : ZMod q → ℂ) (u w : ℂ),
      ((hop 0 d + hop 1 (fun _ => u) + hop (-1) (fun _ => w)) ^ 4).trace
      = ∑ x, ((d x ^ 2 + 2 * (u * w)) ^ 2
          + u * w * ((d x + d (x + 1)) ^ 2 + (d x + d (x + -1)) ^ 2) + 2 * (u * w) ^ 2)
        + if (4 : ZMod q) = 0 then ∑ _x : ZMod q, (u ^ 4 + w ^ 4) else 0 := by
    intro d u w
    have e1 : (1 : ZMod q) + 1 = 2 := by ring
    have e2 : (1 : ZMod q) + 2 = 3 := by ring
    have e3 : (1 : ZMod q) + -2 = -1 := by ring
    have e4 : (-1 : ZMod q) + -1 = -2 := by ring
    have e5 : (-1 : ZMod q) + 2 = 1 := by ring
    have e6 : (-1 : ZMod q) + -2 = -3 := by ring
    have e7 : (2 : ZMod q) + 1 = 3 := by ring
    have e8 : (2 : ZMod q) + -1 = 1 := by ring
    have e9 : (2 : ZMod q) + 2 = 4 := by ring
    have e10 : (-2 : ZMod q) + 1 = -1 := by ring
    have e11 : (-2 : ZMod q) + -1 = -3 := by ring
    have e12 : (-2 : ZMod q) + -2 = -4 := by ring
    rw [show 4 = 2 * 2 from rfl, pow_mul, pow_two, pow_two, harper_sq]
    simp only [add_mul, mul_add, hop_mul, Matrix.trace_add, hop_trace, add_zero, zero_add,
      e1, e2, e3, e4, e5, e6, e7, e8, e9, e10, e11, e12, add_neg_cancel, neg_add_cancel,
      add_neg_cancel_right, neg_add_cancel_right, neg_eq_zero, h1, h2, h3, ↓reduceIte]
    split_ifs <;> simp only [add_zero, zero_add, ← Finset.sum_add_distrib] <;>
      exact Finset.sum_congr rfl fun x _ => by ring
  have hw0 : omega p q ≠ 0 := Complex.exp_ne_zero _
  have hw := exp_pow_add_inv (2 * π * p / q) 1
  simp only [pow_one, Nat.cast_one, one_mul] at hw
  change omega p q + (omega p q)⁻¹ = _ at hw
  -- harmonics of the closed-path amplitude at site `x`
  have hA : ∀ x : ZMod q, ((wave p q a x + (wave p q a x)⁻¹) ^ 2 + 2 * 1) ^ 2
      + 1 * ((wave p q a x + (wave p q a x)⁻¹
            + (wave p q a (x + 1) + (wave p q a (x + 1))⁻¹)) ^ 2
          + (wave p q a x + (wave p q a x)⁻¹
            + (wave p q a (x + -1) + (wave p q a (x + -1))⁻¹)) ^ 2) + 2 * 1 ^ 2
      = 28 + 4 * (omega p q + (omega p q)⁻¹)
        + (8 + (1 + omega p q) ^ 2 + (1 + (omega p q)⁻¹) ^ 2)
          * (wave p q a x ^ 2 + (wave p q a x ^ 2)⁻¹)
        + (wave p q a x ^ 4 + (wave p q a x ^ 4)⁻¹) := fun x => by
    have hP : wave p q a x ≠ 0 :=
      mul_ne_zero (Complex.exp_ne_zero _) (pow_ne_zero _ (Complex.exp_ne_zero _))
    have hpred : wave p q a (x + -1) = (omega p q)⁻¹ * wave p q a x := by
      have h := wave_succ (p := p) a (x + -1)
      rw [neg_add_cancel_right] at h
      rw [h, inv_mul_cancel_left₀ hw0]
    rw [wave_succ, hpred]
    field_simp
    ring
  have s2 := wave_sum hp a 2
  rw [if_neg (fun h => absurd (Nat.le_of_dvd (by norm_num) h) (by omega))] at s2
  have hS : ∑ x : ZMod q, (28 + 4 * (omega p q + (omega p q)⁻¹)
        + (8 + (1 + omega p q) ^ 2 + (1 + (omega p q)⁻¹) ^ 2)
          * (wave p q a x ^ 2 + (wave p q a x ^ 2)⁻¹)
        + (wave p q a x ^ 4 + (wave p q a x ^ 4)⁻¹))
      = (q : ℂ) * (28 + 8 * ((Real.cos (2 * π * p / q) : ℝ) : ℂ))
        + ∑ x : ZMod q, (wave p q a x ^ 4 + (wave p q a x ^ 4)⁻¹) := by
    simp only [Finset.sum_add_distrib] at s2
    simp only [Finset.sum_add_distrib, ← Finset.mul_sum, Finset.sum_const, Finset.card_univ,
      ZMod.card, nsmul_eq_mul]
    linear_combination (8 + (1 + omega p q) ^ 2 + (1 + (omega p q)⁻¹) ^ 2) * s2
      + 4 * (q : ℂ) * hw
  rw [hofstadter_eq_harper, key]
  simp only [mul_inv_cancel₀ (Complex.exp_ne_zero (b * Complex.I))]
  rw [Finset.sum_congr rfl fun x _ => hA x, hS, wave_sum hp a 4]
  by_cases hc : q = 4
  · have hqc : (q : ℂ) = 4 := by exact_mod_cast hc
    rw [if_pos (hdv.2 hc), if_pos (h4.2 hc), if_pos hc, Finset.sum_const, Finset.card_univ,
      ZMod.card, nsmul_eq_mul, inv_pow, exp_pow_add_inv b 4, hqc]
    push_cast
    ring
  · rw [if_neg (mt hdv.1 hc), if_neg (mt h4.1 hc), if_neg hc]
    ring
```

## (j) Five or more sites

For q ≥ 5 and p coprime to q, deduce the formula stated at the start.

**Solution.** Now q ≠ 4, so δ = 0 in (i).

```lean
/-- For `q ≥ 5` and `p` coprime to `q`, the fourth moment of the Hofstadter Hamiltonian is
`tr H⁴ = q (28 + 8 cos(2 π p / q))`. -/
theorem fourth_moment (hq : 5 ≤ q) (hp : p.Coprime q) (a b : ℝ) :
    (hofstadter p q a b ^ 4).trace
      = (q : ℂ) * (28 + 8 * ((Real.cos (2 * π * p / q) : ℝ) : ℂ)) := by
  rw [fourth_moment_of_four_le (by omega) hp, if_neg (by omega), add_zero]

end

end HofstadterMoments
```

As p/q → 0, the moment per level tends to 28 + 8 = 36, the number of closed four-step walks from a site of the square lattice. Of these, 8 go round a plaquette and acquire the flux phase; the other 28 retrace their steps. This reading is an informal check on the formula.

```lean
#print axioms HofstadterMoments.first_second_moment
#print axioms HofstadterMoments.fourth_moment
```

```
'HofstadterMoments.first_second_moment' depends on axioms: [propext, Classical.choice, Quot.sound]
'HofstadterMoments.fourth_moment' depends on axioms: [propext, Classical.choice, Quot.sound]
```
